# With a Fixed Hermitian Hamiltonian in Finite Dimension, a Convergent Expectation Value Is Constant

In the exact propagation of a finite cluster, a steady current can be estimated from a plateau at intermediate times, if there is one. Running the simulation ever longer until a varying signal converges does not work, because of a property of the exact dynamics: if the Hamiltonian is time-independent and Hermitian and the state space is finite-dimensional, an expectation value that converges as $t\to\infty$ has been equal to its limit all along. A signal that has varied at all therefore never settles for good.

## From energy phases to late recurrences

Let $H$ be a Hermitian matrix, $A$ any matrix of the same size and $\psi$ a state vector, with $\hbar=1$. Write $H=UDU^\dagger$, where the columns of the unitary $U$ are energy eigenvectors and $D$ is diagonal with the real energies $E_j$. Since $(UDU^\dagger)^m=UD^mU^\dagger$, the exponential series gives

$$e^{-iHt}=U\,e^{-iDt}\,U^\dagger .$$

Let $c=U^\dagger\psi$ be the energy amplitudes and $B=U^\dagger AU$ the matrix of $A$ in the energy basis. The evolved state has amplitudes $e^{-iE_jt}c_j$, so

$$\langle A\rangle(t)=\sum_{j,k}c_j^*\,B_{jk}\,c_k\,e^{i(E_j-E_k)t}.$$

This is a finite sum $f(t)=\sum_p a_p e^{iw_pt}$, with one term $p=(j,k)$ for each pair of levels and with real frequencies $w_p=E_j-E_k$.

**The phases return together.** Sample them at integer times $m$ and collect them in the vector $u_m=(e^{iw_pm})_p$. These vectors lie in a closed, bounded subset of a finite-dimensional space, so some subsequence $u_{\varphi(m)}$ converges and is a Cauchy sequence. Given $\delta>0$, there is an $N$ such that every component of $u_{\varphi(m)}-u_{\varphi(N)}$ is smaller than $\delta$ in modulus for all $m\ge N$. Put $T=\varphi(m)-\varphi(N)$, which is as large as we like for large $m$. Taking out a factor of modulus one gives

$$|e^{iw_pT}-1|=|e^{iw_p\varphi(m)}-e^{iw_p\varphi(N)}|<\delta\quad\text{for every }p.$$

**The whole signal nearly repeats.** Let $S=\sum_p|a_p|$ and choose $\delta=\varepsilon/(S+1)$. Then, for every $t$,

$$|f(t+T)-f(t)|\le\sum_p|a_p|\,|e^{iw_pT}-1|\le\frac{S\varepsilon}{S+1}<\varepsilon .$$

**A limit forces constancy.** Suppose $f\to L$ but $d=|f(t)-L|>0$ at some time $t$. Beyond some time $N$ the signal stays within $d/2$ of $L$. Choose a recurrence time $T\ge N-t$ for $\varepsilon=d/2$. Then

$$d\le|f(t)-f(t+T)|+|f(t+T)-L|<\tfrac d2+\tfrac d2=d,$$

a contradiction. Hence $f(t)=L$ at every $t$.

**A two-level case.** Take $H=\mathrm{diag}(1,-1)$, let $A$ be the spin flip $\sigma_x$, and start from the normalised state $(3/5,4/5)$. The evolved state is $(\tfrac35e^{-it},\tfrac45e^{it})$, so $\langle A\rangle(t)=2\cdot\tfrac35\cdot\tfrac45\cos2t=\tfrac{24}{25}\cos 2t$. Its values at $t=0$ and $t=\pi/2$ differ, so it has no limit.

**Without Hermiticity the conclusion fails.** Let the state space have dimension one, with $H=-i\gamma$, $\gamma>0$, and $A=\psi=1$. Then $\psi(t)=e^{-iHt}\psi=e^{-\gamma t}$, and $\psi(t)^\dagger A\,\psi(t)=e^{-2\gamma t}$ converges to zero without being constant. Dividing by $\psi(t)^\dagger\psi(t)$ would make this example constant, but it does not rescue the conclusion in general: for $H=\mathrm{diag}(0,-i\gamma)$, $A=\mathrm{diag}(1,0)$ and $\psi=(1,1)/\sqrt2$ the quotient is $1/(1+e^{-2\gamma t})$, which varies and tends to one. An absorbing potential, which removes probability from the system, acts in this way.

## The propagator and the expectation value in Lean

The finite type `n` labels the basis states of the many-body space, and `ι` will label the frequencies of a general trigonometric sum.

```lean
import Mathlib

open Matrix Filter Topology

namespace FiniteClusterDynamics

noncomputable section

variable {n ι : Type*} [Fintype n] [DecidableEq n] [Fintype ι]
```

The first definition abbreviates $e^{ix}$ for a real angle.

```lean
/-- The phase factor `exp(i x)` of a real angle `x`. -/
def phase (x : ℝ) : ℂ := Complex.exp ((x : ℂ) * Complex.I)
```

The propagator is the matrix exponential of $-itH$, with one matrix `H` for all times. An external drive $H(t)$ is not covered, but interactions are, because `H` may be any Hermitian matrix on the many-body space.

```lean
/-- The propagator `exp(-i H t)`, in units with `ℏ = 1`. -/
def propagator (H : Matrix n n ℂ) (t : ℝ) : Matrix n n ℂ :=
  NormedSpace.exp ((-(t : ℂ) * Complex.I) • H)
```

The expectation value is $\psi(t)^\dagger A\,\psi(t)$. The product `⬝ᵥ` does not conjugate, so `star` supplies the complex conjugation. There is no division by $\psi(t)^\dagger\psi(t)$: for Hermitian `H` and a normalised state this is the usual expectation value, and for another nonzero vector it differs by a factor that the unitary evolution keeps constant.

```lean
/-- The number `ψ(t)† A ψ(t)` for the evolved vector `ψ(t) = exp(-i H t) ψ`, without division by the
squared norm. It is the expectation value of `A` at time `t` if `ψ(t)` is normalised. -/
def expectation (H A : Matrix n n ℂ) (ψ : n → ℂ) (t : ℝ) : ℂ :=
  star (propagator H t *ᵥ ψ) ⬝ᵥ (A *ᵥ (propagator H t *ᵥ ψ))
```

The next three definitions are $U$, $c$ and $B$. The argument `hH` is the hypothesis that `H` is Hermitian, from which Mathlib constructs the eigenvectors.

```lean
/-- The unitary matrix whose columns are energy eigenvectors of the Hermitian matrix `H`. -/
def eigenbasis {H : Matrix n n ℂ} (hH : H.IsHermitian) : Matrix n n ℂ :=
  hH.eigenvectorUnitary

/-- The amplitudes of `ψ` in the energy eigenbasis. -/
def amplitude {H : Matrix n n ℂ} (hH : H.IsHermitian) (ψ : n → ℂ) : n → ℂ :=
  star (eigenbasis hH) *ᵥ ψ

/-- The matrix elements of `A` in the energy eigenbasis. -/
def element {H : Matrix n n ℂ} (hH : H.IsHermitian) (A : Matrix n n ℂ) : Matrix n n ℂ :=
  star (eigenbasis hH) * A * eigenbasis hH
```

## Recurrence of finitely many phases

Three rules for phases are used throughout: modulus one, addition of angles, and conjugation as reversal of the angle.

```lean
/-- A phase factor has modulus one. -/
theorem norm_phase (x : ℝ) : ‖phase x‖ = 1 := Complex.norm_exp_ofReal_mul_I x

/-- The phase factor of a sum of angles is the product of the phase factors. -/
theorem phase_add (x y : ℝ) : phase (x + y) = phase x * phase y := by
  simp only [phase]
  rw [← Complex.exp_add, Complex.ofReal_add, add_mul]

/-- Complex conjugation reverses the angle of a phase factor. -/
theorem star_phase (x : ℝ) : star (phase x) = phase (-x) := by
  unfold phase
  rw [Complex.star_def, ← Complex.exp_conj]
  simp
```

The recurrence theorem allows arbitrary real frequencies, commensurate or not. Its index `k` plays the part of $p$ above. For every tolerance `ε` and every time `T₀` it provides a common recurrence time `T ≥ T₀`, but no estimate of how long one must wait.

The proof follows the compactness argument: `tendsto_subseq` extracts the convergent subsequence `φ`, and the Cauchy property yields `N`. The later sampling index is taken to be `φ N + M`, where `M` is a natural number with `M ≥ T₀`. Because a strictly increasing `φ` satisfies $\varphi(m)\ge m$, the time difference is at least `M`. The identity `h2` takes out the factor of modulus one.

```lean
/-- Finitely many phases with arbitrary real frequencies return together, as closely as
desired, to their initial value one at arbitrarily late times. -/
theorem phases_recur (w : ι → ℝ) {ε : ℝ} (hε : 0 < ε) (T₀ : ℝ) :
    ∃ T ≥ T₀, ∀ k, ‖phase (w k * T) - 1‖ < ε := by
  -- sample the phases at integer times; they stay in a compact set
  let u : ℕ → ι → ℂ := fun m k => phase (w k * m)
  have hu : ∀ m, u m ∈ Metric.closedBall (0 : ι → ℂ) 1 := by
    intro m
    rw [mem_closedBall_zero_iff, pi_norm_le_iff_of_nonneg zero_le_one]
    exact fun k => (norm_phase _).le
  obtain ⟨a, -, φ, hφ, hlim⟩ := (isCompact_closedBall (0 : ι → ℂ) 1).tendsto_subseq hu
  obtain ⟨N, hN⟩ := Metric.cauchySeq_iff'.1 hlim.cauchySeq ε hε
  obtain ⟨M, hM⟩ := exists_nat_ge T₀
  have hφN : N ≤ φ N := hφ.le_apply
  have hm : φ N + M ≤ φ (φ N + M) := hφ.le_apply
  -- the difference of two close sampling times is a recurrence time
  refine ⟨(φ (φ N + M) : ℝ) - φ N, ?_, fun k => ?_⟩
  · have h : (φ N : ℝ) + M ≤ φ (φ N + M) := by exact_mod_cast hm
    linarith
  · have h1 : dist (u (φ (φ N + M)) k) (u (φ N) k) < ε :=
      (dist_le_pi_dist (u (φ (φ N + M))) (u (φ N)) k).trans_lt (hN (φ N + M) (by omega))
    have e : w k * φ N + w k * ((φ (φ N + M) : ℝ) - φ N) = w k * φ (φ N + M) := by ring
    have h2 : u (φ (φ N + M)) k - u (φ N) k =
        phase (w k * φ N) * (phase (w k * ((φ (φ N + M) : ℝ) - φ N)) - 1) := by
      rw [mul_sub, ← phase_add, mul_one, e]
    rw [dist_eq_norm, h2, norm_mul, norm_phase, one_mul] at h1
    exact h1
```

For a sum with coefficients `a p`, the same `T` works at every `t`, as the order of the quantifiers shows. The `calc` block is the estimate with $\delta=\varepsilon/(S+1)$; the added 1 also takes care of sums whose coefficients all vanish.

```lean
/-- A finite trigonometric sum nearly repeats its whole history after arbitrarily late
recurrence times `T`, with an error below `ε` at every `t`. -/
theorem trigSum_recurs (a : ι → ℂ) (w : ι → ℝ) {ε : ℝ} (hε : 0 < ε) (T₀ : ℝ) :
    ∃ T ≥ T₀, ∀ t : ℝ,
      ‖∑ p, a p * phase (w p * (t + T)) - ∑ p, a p * phase (w p * t)‖ < ε := by
  have hC : 0 ≤ ∑ p, ‖a p‖ := Finset.sum_nonneg fun p _ => norm_nonneg _
  obtain ⟨T, hT₀, hT⟩ := phases_recur w (show 0 < ε / (∑ p, ‖a p‖ + 1) by positivity) T₀
  refine ⟨T, hT₀, fun t => ?_⟩
  rw [← Finset.sum_sub_distrib]
  calc _ ≤ ∑ p, ‖a p‖ * (ε / (∑ p, ‖a p‖ + 1)) := by
        refine norm_sum_le_of_le _ fun p _ => ?_
        rw [mul_add, phase_add, show ∀ x y z : ℂ, x * (y * z) - x * y = x * y * (z - 1) by
          intros; ring, norm_mul, norm_mul, norm_phase, mul_one]
        exact mul_le_mul_of_nonneg_left (hT p).le (norm_nonneg _)
    _ < ε := by
        rw [← Finset.sum_mul, ← mul_div_assoc, div_lt_iff₀ (by linarith)]
        nlinarith
```

## The expectation value as a sum over energy differences

For a diagonal Hamiltonian the exponential is taken entry by entry along the diagonal.

```lean
/-- A diagonal Hamiltonian with real energies `E_j` has the diagonal propagator with
entries `exp(-i E_j t)`. -/
theorem propagator_diagonal (E : n → ℝ) (t : ℝ) :
    propagator (diagonal fun j => (E j : ℂ)) t = diagonal fun j => phase (-(E j * t)) := by
  rw [propagator, ← Matrix.diagonal_smul, Matrix.exp_diagonal]
  congr 1
  ext j
  have h (v : n → ℂ) : NormedSpace.exp v j = NormedSpace.exp (v j) :=
    NormedSpace.map_exp (Pi.evalRingHom (fun _ : n => ℂ) j) (continuous_apply j) v
  rw [h, ← Complex.exp_eq_exp_ℂ, phase, Pi.smul_apply, smul_eq_mul]
  congr 1
  push_cast
  ring
```

For a general Hermitian matrix, `spectral_theorem` supplies $H=UDU^\dagger$, and `Matrix.exp_conj` moves the exponential inside the change of basis.

```lean
/-- For Hermitian `H` the propagator is diagonal in the energy eigenbasis, with entries
`exp(-i E_j t)`. -/
theorem propagator_eq {H : Matrix n n ℂ} (hH : H.IsHermitian) (t : ℝ) :
    propagator H t = eigenbasis hH * diagonal (fun j => phase (-(hH.eigenvalues j * t))) *
      star (eigenbasis hH) := by
  have h1 : eigenbasis hH * star (eigenbasis hH) = 1 :=
    Matrix.mem_unitaryGroup_iff.1 hH.eigenvectorUnitary.2
  have hU : IsUnit (eigenbasis hH) := ⟨⟨_, _, h1, mul_eq_one_comm.1 h1⟩, rfl⟩
  have hc : (-(t : ℂ) * Complex.I) • H = eigenbasis hH * ((-(t : ℂ) * Complex.I) •
      diagonal fun j => (hH.eigenvalues j : ℂ)) * (eigenbasis hH)⁻¹ := by
    have h := hH.spectral_theorem
    rw [Unitary.conjStarAlgAut_apply] at h
    rw [Matrix.inv_eq_right_inv h1, Matrix.mul_smul, Matrix.smul_mul]
    exact congrArg (fun X => (-(t : ℂ) * Complex.I) • X) h
  rw [← propagator_diagonal hH.eigenvalues t, propagator, propagator, hc,
    Matrix.exp_conj _ _ hU, Matrix.inv_eq_right_inv h1]
```

The next theorem is the double sum derived above, with `hH.eigenvalues j` for $E_j$. Its step `h1` says that each energy amplitude only acquires a phase. The remaining lines expand the products and combine the two phases belonging to $j$ and $k$ into one at frequency $E_j-E_k$.

```lean
/-- For Hermitian `H` the expectation value of any matrix `A` is a finite trigonometric sum
in time, whose frequencies are the energy differences `E_j - E_k`. -/
theorem expectation_eq_sum {H : Matrix n n ℂ} (hH : H.IsHermitian) (A : Matrix n n ℂ)
    (ψ : n → ℂ) (t : ℝ) :
    expectation H A ψ t = ∑ j, ∑ k, star (amplitude hH ψ j) * element hH A j k *
      amplitude hH ψ k * phase ((hH.eigenvalues j - hH.eigenvalues k) * t) := by
  -- each energy amplitude only acquires a phase
  have h1 : propagator H t *ᵥ ψ = eigenbasis hH *ᵥ
      (fun j => phase (-(hH.eigenvalues j * t)) * amplitude hH ψ j) := by
    rw [propagator_eq hH, ← Matrix.mulVec_mulVec, ← Matrix.mulVec_mulVec]
    congr 1
    ext j
    rw [Matrix.mulVec_diagonal]
    rfl
  rw [expectation, h1, Matrix.star_mulVec, ← Matrix.dotProduct_mulVec,
    Matrix.mulVec_mulVec, Matrix.mulVec_mulVec]
  change star _ ⬝ᵥ (element hH A *ᵥ _) = _
  simp only [dotProduct, Matrix.mulVec, Pi.star_apply, Finset.mul_sum]
  refine Finset.sum_congr rfl fun j _ => Finset.sum_congr rfl fun k _ => ?_
  rw [star_mul', star_phase, neg_neg, sub_mul, sub_eq_add_neg, phase_add]
  ring
```

## Convergence implies constancy

The hypothesis `hL` says that the expectation value tends to `L` as $t\to+\infty$. The conclusion holds at every real `t`, including negative times. The matrix `A` need not be Hermitian, which is why `L` is complex; Hermitian observables are included.

The proof is the contradiction above. It applies `trigSum_recurs` to pairs of levels, `ι := n × n`, with tolerance $d/2$ and a recurrence time of at least `N - t`. The triangle inequality `h3` then clashes with the two bounds `h1` and `h2`.

```lean
/-- For Hermitian `H` on a finite-dimensional space, if the expectation value of `A` converges
as time tends to infinity, then it equals its limit at every time. -/
theorem expectation_constant_of_tendsto {H : Matrix n n ℂ} (hH : H.IsHermitian)
    (A : Matrix n n ℂ) (ψ : n → ℂ) {L : ℂ}
    (hL : Tendsto (expectation H A ψ) atTop (𝓝 L)) (t : ℝ) : expectation H A ψ t = L := by
  by_contra hne
  have hpos : 0 < dist (expectation H A ψ t) L / 2 := half_pos (dist_pos.2 hne)
  obtain ⟨N, hN⟩ := Metric.tendsto_atTop.1 hL _ hpos
  -- a late recurrence brings the value at time t back, close to the limit
  obtain ⟨T, hT, h⟩ := trigSum_recurs (ι := n × n)
    (fun p => star (amplitude hH ψ p.1) * element hH A p.1 p.2 * amplitude hH ψ p.2)
    (fun p => hH.eigenvalues p.1 - hH.eigenvalues p.2) hpos (N - t)
  have h1 := h t
  simp only [Fintype.sum_prod_type] at h1
  rw [← expectation_eq_sum hH, ← expectation_eq_sum hH, ← dist_eq_norm] at h1
  have h2 := hN (t + T) (by linarith)
  have h3 := dist_triangle_left (expectation H A ψ t) L (expectation H A ψ (t + T))
  linarith
```

For nonequilibrium Green's functions this gives a test of approximations: if an approximate propagation of an undriven cluster with a finite-dimensional state space, started from a pure state, yields a density that varies and then truly converges, that damping does not belong to the exact dynamics. The theorem does not exclude long, nearly flat stretches, so a plateau in a finite time window is compatible with it. Nor does it apply to a cluster coupled to infinite leads, whose state space is not finite-dimensional.

## A two-level system that keeps oscillating

The last theorem states both the formula for the spin flip and the absence of any limit. The second part is derived from the first: if a limit existed, the constancy theorem would make the values at $0$ and $\pi/2$ equal, whereas they are $24/25$ and $-24/25$. The formula itself comes from the diagonal propagator, with the cosine written as half the sum of two opposite phases.

```lean
/-- For the two-level Hamiltonian `diag(1, -1)` and the state `(3/5, 4/5)`, the expectation
value of the spin flip is `(24/25) cos 2t`, and it has no limit at late times. -/
theorem twoLevel_never_damps :
    (∀ t : ℝ, expectation (diagonal ![1, -1]) !![0, 1; 1, 0] ![3 / 5, 4 / 5] t =
      ((24 / 25 * Real.cos (2 * t) : ℝ) : ℂ)) ∧
    ¬ ∃ L : ℂ, Tendsto (expectation (diagonal ![1, -1]) !![0, 1; 1, 0] ![3 / 5, 4 / 5])
      atTop (𝓝 L) := by
  refine (and_iff_left_of_imp ?_).2 ?_
  · -- a limit would force equal values at times 0 and π/2
    rintro hval ⟨L, hL⟩
    have hH : (diagonal ![1, -1] : Matrix (Fin 2) (Fin 2) ℂ).IsHermitian := by
      refine Matrix.IsHermitian.ext fun i j => ?_
      fin_cases i <;> fin_cases j <;> simp
    have h0 := expectation_constant_of_tendsto hH _ _ hL 0
    have h1 := expectation_constant_of_tendsto hH _ _ hL (Real.pi / 2)
    rw [hval] at h0 h1
    have h2 := Complex.ofReal_injective (h0.trans h1.symm)
    rw [show 2 * (Real.pi / 2) = Real.pi by ring, Real.cos_pi, mul_zero, Real.cos_zero] at h2
    norm_num at h2
  · intro t
    have e : (![1, -1] : Fin 2 → ℂ) = fun j => ((![1, -1] : Fin 2 → ℝ) j : ℂ) := by
      ext j
      fin_cases j <;> simp
    have hU : propagator (diagonal ![1, -1]) t = diagonal ![phase (-t), phase t] := by
      rw [e, propagator_diagonal]
      congr 1
      ext j
      fin_cases j <;> simp
    have hv : diagonal ![phase (-t), phase t] *ᵥ ![3 / 5, 4 / 5] =
        ![phase (-t) * (3 / 5), phase t * (4 / 5)] := by
      ext j
      fin_cases j <;> simp [Matrix.mulVec_diagonal]
    have hc : ((Real.cos (2 * t) : ℝ) : ℂ) =
        (phase t * phase t + phase (-t) * phase (-t)) / 2 := by
      rw [Complex.ofReal_cos, Complex.cos, ← phase_add, ← phase_add]
      simp only [phase]
      push_cast
      ring_nf
    have hs : ∀ x, (starRingEnd ℂ) (phase x) = phase (-x) := star_phase
    have hr : (starRingEnd ℂ) 3 = 3 ∧ (starRingEnd ℂ) 4 = 4 ∧ (starRingEnd ℂ) 5 = 5 := by
      refine ⟨?_, ?_, ?_⟩ <;> apply Complex.ext <;> simp
    rw [expectation, hU, hv, Complex.ofReal_mul, hc]
    simp [dotProduct, Matrix.mulVec, Fin.sum_univ_two, hs, hr]
    ring

end

end FiniteClusterDynamics
```

```lean
#print axioms FiniteClusterDynamics.expectation_constant_of_tendsto
-- 'FiniteClusterDynamics.expectation_constant_of_tendsto' depends on axioms: [propext, Classical.choice, Quot.sound]
#print axioms FiniteClusterDynamics.twoLevel_never_damps
-- 'FiniteClusterDynamics.twoLevel_never_damps' depends on axioms: [propext, Classical.choice, Quot.sound]
```
